# Complete Friedel violation in a three-beam model of electron diffraction

Whether multiple scattering gives a reflection the same intensity in a crystal and in its inverted copy depends on what inversion does to the couplings between the diffracted beams. Here the beams are labelled by reciprocal-lattice vectors $g,h$, and a matrix $H$ couples them. Its off-diagonal entry $H_{gh}$ is the suitably scaled structure factor $F(g-h)$, a Fourier coefficient of the crystal potential. Inversion replaces $F(g-h)$ by $F(h-g)$ and leaves the diagonal alone, so the inverted crystal has the transposed matrix $H^{\mathsf T}$.

Friedel symmetry then means that $H$ and $H^{\mathsf T}$ give the same intensity for the same reflection. Textbooks more often compare the reflections $g$ and $-g$ of one crystal. For a real potential, single scattering gives equal intensities in either comparison, provided that the two reflections deviate equally from the Bragg condition. In the lossless three-beam model below, multiple scattering gives a reflection intensity one in the crystal and zero in the inverted crystal at a particular thickness. Such differences matter when simulated electron diffraction is used to tell a crystal from its inverse.

## Beams, scattering and intensity

```lean
import Mathlib

open Matrix

namespace ThreeBeamFriedel

noncomputable section

/-- The scattering matrix `exp(-i t H)` of a crystal with beam-coupling matrix `H` at reduced
thickness `t`. -/
def scattering {n : Type*} [Fintype n] [DecidableEq n] (H : Matrix n n ℂ) (t : ℝ) :
    Matrix n n ℂ :=
  NormedSpace.exp ((-((t : ℂ) * Complex.I)) • H)
```

For a finite set `n` of beams, `Matrix n n ℂ` is the type of complex matrices with rows and columns labelled by beams. The definition says

$$S(t)=e^{-itH}.$$

The real number $t$ is a dimensionless thickness, not a time, and $H$ is the coupling matrix, not the full Hamiltonian of the electron. The symbol `•` multiplies a matrix by a scalar.

```lean
/-- The intensity scattered from beam `h` into beam `g` at reduced thickness `t`. -/
def intensity {n : Type*} [Fintype n] [DecidableEq n] (H : Matrix n n ℂ) (t : ℝ) (g h : n) : ℝ :=
  Complex.normSq (scattering H t g h)
```

The intensity from beam $h$ into beam $g$ is $I_{gh}(t)=|S_{gh}(t)|^2$, for an incident beam of intensity one. The outgoing beam comes first: `intensity H t 1 0` belongs to the reflection $0\to1$.

```lean
/-- Three beams with zero diagonal and couplings `H₁₀ = H₂₁ = H₀₂ = i/√3`; the opposite
couplings are `-i/√3`. -/
def threeBeam : Matrix (Fin 3) (Fin 3) ℂ :=
  (Complex.I / (Real.sqrt 3 : ℂ)) • !![0, -1, 1; 1, 0, -1; -1, 1, 0]
```

`Fin 3` has the elements 0, 1 and 2, so the beams are counted from zero. The matrix is

$$H=\frac{i}{\sqrt3}A,\qquad A=\begin{pmatrix}0&-1&1\\1&0&-1\\-1&1&0\end{pmatrix}.$$

The zero diagonal puts all three beams exactly at the Bragg condition, with the common phase from the mean potential removed. The factor $1/\sqrt3$ sets the unit of thickness. The factor $i$ gives the product $H_{10}H_{21}H_{02}$ a phase that no shift of the origin removes; in a centrosymmetric crystal this product would be real.

## Summing the multiple-scattering series

```lean
/-- If `H³ = H`, the multiple-scattering series sums to
`exp(zH) = 1 + sinh z H + (cosh z - 1) H²`. -/
theorem exp_smul_of_cube {n : Type*} [Fintype n] [DecidableEq n] (H : Matrix n n ℂ)
    (hH : H * H * H = H) (z : ℂ) :
    NormedSpace.exp (z • H) =
      1 + Complex.sinh z • H + (Complex.cosh z - 1) • (H * H) := by
  have alg : ∀ (E : Matrix n n ℂ) (u : ℂ),
      E * (-H) * (1 + Complex.sinh u • H + (Complex.cosh u - 1) • (H * H))
        + E * (Complex.cosh u • H + Complex.sinh u • (H * H)) = 0 := by
    intro E u
    have key : H * (1 + Complex.sinh u • H + (Complex.cosh u - 1) • (H * H))
        = Complex.cosh u • H + Complex.sinh u • (H * H) := by
      rw [mul_add, mul_add, mul_one, mul_smul_comm, mul_smul_comm, ← mul_assoc, hH]
      module
    rw [mul_assoc, neg_mul, key, mul_neg, neg_add_cancel]
  -- exp(-uH) times the claimed sum does not depend on u
  have const : NormedSpace.exp (z • (-H)) *
      (1 + Complex.sinh z • H + (Complex.cosh z - 1) • (H * H)) =
      NormedSpace.exp ((0 : ℂ) • (-H)) *
      (1 + Complex.sinh 0 • H + (Complex.cosh 0 - 1) • (H * H)) := by
    let : NormedRing (Matrix n n ℂ) := Matrix.linftyOpNormedRing
    let : NormedAlgebra ℂ (Matrix n n ℂ) := Matrix.linftyOpNormedAlgebra
    have hG : ∀ u : ℂ, HasDerivAt (fun u : ℂ => NormedSpace.exp (u • (-H)) *
        (1 + Complex.sinh u • H + (Complex.cosh u - 1) • (H * H))) 0 u := by
      intro u
      have hR := (((Complex.hasDerivAt_sinh u).smul_const H).const_add 1).fun_add
        (((Complex.hasDerivAt_cosh u).sub_const 1).smul_const (H * H))
      exact ((hasDerivAt_exp_smul_const (-H) u).fun_mul hR).congr_deriv (alg _ u)
    have h := is_const_of_deriv_eq_zero (fun u => (hG u).differentiableAt)
      (fun u => (hG u).deriv) z 0
    exact h
  have h1 := const.trans (show _ = (1 : Matrix n n ℂ) by simp [NormedSpace.exp_zero])
  have hinv : NormedSpace.exp (z • H) * NormedSpace.exp (z • (-H)) = 1 := by
    rw [← Matrix.exp_add_of_commute _ _
      (((Commute.refl H).neg_right.smul_right z).smul_left z)]
    simp [NormedSpace.exp_zero]
  calc NormedSpace.exp (z • H)
      = NormedSpace.exp (z • H) * (NormedSpace.exp (z • (-H)) *
        (1 + Complex.sinh z • H + (Complex.cosh z - 1) • (H * H))) := by rw [h1, mul_one]
    _ = _ := by rw [← mul_assoc, hinv, one_mul]
```

A Lean theorem lists its hypotheses before the colon and its claim after it. Here the hypothesis `hH` is $H^3=H$, and the claim is that for every complex $z$

$$e^{zH}=R(z),\qquad R(z)=1+\sinh z\,H+(\cosh z-1)H^2.$$

To derive it, multiply $R$ by $H$ and use $H^3=H$:

$$HR(z)=H+\sinh z\,H^2+(\cosh z-1)H=\cosh z\,H+\sinh z\,H^2=R'(z).$$

Therefore

$$\frac{d}{dz}\left[e^{-zH}R(z)\right]=e^{-zH}\left(-HR(z)+R'(z)\right)=0.$$

The bracket keeps its value at $z=0$, which is 1. Multiplying $e^{-zH}R(z)=1$ from the left by $e^{zH}$ gives the claim.

In the proof, `alg` is the cancellation in the derivative, `const` says that the product has the same value at $z$ and at 0, and `hinv` is $e^{zH}e^{-zH}=1$. The final `calc` block performs the multiplication from the left.

## The three-beam matrix

```lean
/-- The three-beam coupling matrix is Hermitian. -/
theorem threeBeam_isHermitian : threeBeam.IsHermitian :=
  Matrix.IsHermitian.ext fun i j => by
    fin_cases i <;> fin_cases j <;> simp [threeBeam, neg_div]
```

This reads $H^\dagger=H$. Opposite entries of $A$ differ in sign, and conjugating $i$ supplies the compensating sign. The tactic `fin_cases` splits the claim into its nine entries and `simp` settles each. Physically, the potential is real and there is no absorption.

```lean
/-- The square of the three-beam coupling matrix, which collects the double-scattering paths. -/
theorem threeBeam_sq : threeBeam * threeBeam =
    !![2/3, -1/3, -1/3; -1/3, 2/3, -1/3; -1/3, -1/3, 2/3] := by
  have hss : (Real.sqrt 3 : ℂ) * (Real.sqrt 3 : ℂ) = 3 := by
    rw [← Complex.ofReal_mul, Real.mul_self_sqrt (by norm_num)]
    norm_num
  rw [threeBeam, smul_mul_smul_comm, div_mul_div_comm, Complex.I_mul_I, hss]
  ext i j
  fin_cases i <;> fin_cases j <;> norm_num [Matrix.mul_apply, Fin.sum_univ_succ]
```

The entry $(H^2)_{gh}=\sum_k H_{gk}H_{kh}$ adds the double-scattering paths from $h$ to $g$. Direct multiplication gives $A^2=J-3\cdot 1$, where $J$ is the matrix with every entry equal to one. Hence

$$H^2=-\tfrac13A^2=1-\tfrac13J,$$

with $2/3$ on the diagonal and $-1/3$ elsewhere. The proof first computes the prefactor $(i/\sqrt3)^2=-1/3$ and then checks the entries.

```lean
/-- The three-beam coupling matrix satisfies `H³ = H`. -/
theorem threeBeam_cube_witness : threeBeam * threeBeam * threeBeam = threeBeam := by
  rw [threeBeam_sq, threeBeam, mul_smul_comm]
  congr 1
  ext i j
  fin_cases i <;> fin_cases j <;> norm_num [Matrix.mul_apply, Fin.sum_univ_succ]
```

Each column of $A$ sums to zero, so $JH=0$ and

$$H^3=\left(1-\tfrac13J\right)H=H.$$

Lean pulls the factor $i/\sqrt3$ out and compares the remaining numerical matrices entry by entry. The three-beam matrix therefore meets the hypothesis of the exponential formula.

```lean
/-- The three-beam scattering matrix at every thickness: it is real, and the two senses of
circulation among the beams differ in the sign of the `sin t` term. -/
theorem threeBeam_scattering (t : ℝ) : scattering threeBeam t =
    (!![(1 + 2 * Real.cos t) / 3, (1 - Real.cos t - Real.sqrt 3 * Real.sin t) / 3,
          (1 - Real.cos t + Real.sqrt 3 * Real.sin t) / 3;
        (1 - Real.cos t + Real.sqrt 3 * Real.sin t) / 3, (1 + 2 * Real.cos t) / 3,
          (1 - Real.cos t - Real.sqrt 3 * Real.sin t) / 3;
        (1 - Real.cos t - Real.sqrt 3 * Real.sin t) / 3,
          (1 - Real.cos t + Real.sqrt 3 * Real.sin t) / 3,
          (1 + 2 * Real.cos t) / 3] : Matrix (Fin 3) (Fin 3) ℝ).map Complex.ofReal := by
  have hss : (Real.sqrt 3 : ℂ) * (Real.sqrt 3 : ℂ) = 3 := by
    rw [← Complex.ofReal_mul, Real.mul_self_sqrt (by norm_num)]
    norm_num
  have hs0 : (Real.sqrt 3 : ℂ) ≠ 0 := by
    intro h
    rw [h] at hss
    norm_num at hss
  have hdiv : Complex.I / (Real.sqrt 3 : ℂ) = Complex.I * (Real.sqrt 3 : ℂ) / 3 := by
    rw [div_eq_div_iff hs0 (by norm_num)]
    linear_combination (-Complex.I) * hss
  -- the factor i of the coupling makes the coefficient of the `sin t` term real
  have key : -(Complex.sin t * Complex.I) * (Complex.I / (Real.sqrt 3 : ℂ))
      = (Real.sqrt 3 : ℂ) * Complex.sin t / 3 := by
    rw [hdiv]
    linear_combination (-(Complex.sin t * (Real.sqrt 3 : ℂ) / 3)) * Complex.I_mul_I
  rw [scattering, exp_smul_of_cube _ threeBeam_cube_witness, Complex.sinh_neg,
    Complex.cosh_neg, Complex.sinh_mul_I, Complex.cosh_mul_I, threeBeam_sq, threeBeam,
    smul_smul, key]
  ext i j
  fin_cases i <;> fin_cases j <;> simp <;> ring
```

Set $z=-it$ in that formula. Since $\sinh(-it)=-i\sin t$ and $\cosh(-it)=\cos t$,

$$S(t)=1-i\sin t\,H+(\cos t-1)H^2
=1+\frac{\sqrt3\sin t}{3}A+(\cos t-1)H^2.$$

The diagonal entries are $(1+2\cos t)/3$. The off-diagonal ones are

$$S_{10}=S_{21}=S_{02}=\frac{1-\cos t+\sqrt3\sin t}{3},$$

$$S_{01}=S_{12}=S_{20}=\frac{1-\cos t-\sqrt3\sin t}{3}.$$

All entries are real, and `.map Complex.ofReal` turns the real matrix into a complex one. The step `key` is the product $-i\sin t\cdot i/\sqrt3=\sqrt3\sin t/3$. The `rw` line inserts the exponential formula and $H^2$, and the last line compares entries.

```lean
/-- At reduced thickness `2π/3` the three-beam crystal permutes the beams cyclically,
`0 → 1 → 2 → 0`. -/
theorem threeBeam_cyclic : scattering threeBeam (2 * Real.pi / 3) =
    !![0, 0, 1; 1, 0, 0; 0, 1, 0] := by
  have ht : 2 * Real.pi / 3 = Real.pi - Real.pi / 3 := by ring
  have hc : Real.cos (2 * Real.pi / 3) = -(1 / 2) := by
    rw [ht, Real.cos_pi_sub, Real.cos_pi_div_three]
  have hs : Real.sin (2 * Real.pi / 3) = Real.sqrt 3 / 2 := by
    rw [ht, Real.sin_pi_sub, Real.sin_pi_div_three]
  have h3 : Real.sqrt 3 * (Real.sqrt 3 / 2) = 3 / 2 := by
    rw [← mul_div_assoc, Real.mul_self_sqrt (by norm_num)]
  rw [threeBeam_scattering, hc, hs, h3]
  ext i j
  fin_cases i <;> fin_cases j <;> norm_num
```

At $t=2\pi/3$ one has $\cos t=-1/2$ and $\sqrt3\sin t=3/2$. The diagonal entries vanish, the first off-diagonal group equals $(3/2+3/2)/3=1$, and the second equals $(3/2-3/2)/3=0$. Thus

$$S(2\pi/3)=\begin{pmatrix}0&0&1\\1&0&0\\0&1&0\end{pmatrix}.$$

Columns are incoming beams, so $0\to1\to2\to0$. The steps `hc`, `hs` and `h3` supply the trigonometric values.

## The crystal and its inverse

```lean
/-- Transposing the coupling matrix, which is how inversion of the crystal is modelled here,
transposes the scattering matrix. -/
theorem scattering_transpose {n : Type*} [Fintype n] [DecidableEq n] (H : Matrix n n ℂ) (t : ℝ) :
    scattering Hᵀ t = (scattering H t)ᵀ := by
  unfold scattering
  rw [← Matrix.exp_transpose, Matrix.transpose_smul]
```

The superscript `ᵀ` is the transpose. Because $(H^{\mathsf T})^m=(H^m)^{\mathsf T}$ for every power $m$, transposing the exponential series term by term gives

$$e^{-itH^{\mathsf T}}=\left(e^{-itH}\right)^{\mathsf T}.$$

This holds for any finite number of beams and any complex $H$. The intensity of $0\to1$ in the inverted crystal is therefore $|S_{01}|^2$, computed from the original $S$.

```lean
/-- The intensity of the reflection `0 → 1` in the three-beam crystal minus that in the inverted
crystal, at every thickness. -/
theorem friedel_difference (t : ℝ) :
    intensity threeBeam t 1 0 - intensity threeBeamᵀ t 1 0 =
      4 * Real.sqrt 3 / 9 * Real.sin t * (1 - Real.cos t) := by
  have h10 : scattering threeBeam t 1 0 =
      (((1 - Real.cos t + Real.sqrt 3 * Real.sin t) / 3 : ℝ) : ℂ) := by
    rw [threeBeam_scattering]
    rfl
  have h01 : scattering threeBeam t 0 1 =
      (((1 - Real.cos t - Real.sqrt 3 * Real.sin t) / 3 : ℝ) : ℂ) := by
    rw [threeBeam_scattering]
    rfl
  unfold intensity
  rw [scattering_transpose, Matrix.transpose_apply, h10, h01, Complex.normSq_ofReal,
    Complex.normSq_ofReal]
  ring
```

Write $a=1-\cos t$ and $b=\sqrt3\sin t$. The difference between the two crystals is

$$|S_{10}|^2-|S_{01}|^2=\frac{(a+b)^2-(a-b)^2}{9}=\frac{4ab}{9}
=\frac{4\sqrt3}{9}\sin t\,(1-\cos t).$$

It is an interference term: $b$ comes from paths with an odd number of scattering events and $a$ from paths with an even number. In Lean, `h10` and `h01` read the two amplitudes off the scattering matrix, and `ring` does the algebra.

```lean
/-- Complete Friedel violation: at reduced thickness `2π/3` the reflection `0 → 1` has
intensity one in the three-beam crystal and zero in the inverted crystal. -/
theorem complete_friedel_violation :
    intensity threeBeam (2 * Real.pi / 3) 1 0 = 1 ∧
      intensity threeBeamᵀ (2 * Real.pi / 3) 1 0 = 0 := by
  unfold intensity
  rw [scattering_transpose, threeBeam_cyclic]
  constructor <;> simp
```

The symbol `∧` means "and". From the cyclic matrix, $|S_{10}|^2=1$ and $|S_{01}|^2=0$ at $t=2\pi/3$. The reflection $0\to1$ takes the whole incident intensity in one crystal and none in the other.

This is a statement about three beams with the particular couplings above and no absorption. The step to a real specimen is the reduction of its diffraction to this $H$, which would need a structure and an orientation where other beams are negligible.

## Two beams keep the symmetry

```lean
/-- With two beams and a Hermitian coupling matrix, the reflection `0 → 1` has the same intensity
in the crystal and in the inverted crystal at every thickness. -/
theorem two_beam_friedel (H : Matrix (Fin 2) (Fin 2) ℂ) (hH : H.IsHermitian) (t : ℝ) :
    intensity H t 1 0 = intensity Hᵀ t 1 0 := by
  -- no absorption: the scattering matrix is unitary
  have hU : (scattering H t)ᴴ * scattering H t = 1 := by
    have hst : star (-((t : ℂ) * Complex.I)) + -((t : ℂ) * Complex.I) = 0 := by simp
    unfold scattering
    rw [← Matrix.exp_conjTranspose, Matrix.conjTranspose_smul, hH.eq,
      ← Matrix.exp_add_of_commute _ _ (((Commute.refl H).smul_right _).smul_left _),
      ← add_smul, hst, zero_smul, NormedSpace.exp_zero]
  have hV := mul_eq_one_comm.mp hU
  -- compare the norms of the first column and the first row
  have h1 := congrFun (congrFun hU 0) 0
  have h2 := congrFun (congrFun hV 0) 0
  simp only [Matrix.mul_apply, Fin.sum_univ_two, Matrix.conjTranspose_apply,
    Matrix.one_apply_eq, Complex.star_def] at h1 h2
  unfold intensity
  rw [scattering_transpose, Matrix.transpose_apply]
  apply Complex.ofReal_injective
  rw [← Complex.mul_conj, ← Complex.mul_conj]
  linear_combination h1 - h2

end

end ThreeBeamFriedel
```

Now $H$ is any Hermitian $2\times2$ matrix, with any diagonal, and $t$ is any real thickness. Hermiticity makes $S=e^{-itH}$ unitary, since $S^\dagger S=e^{itH}e^{-itH}=1$, and then $SS^\dagger=1$ as well. The $(0,0)$ entries of these two equations are

$$|S_{00}|^2+|S_{10}|^2=1,\qquad |S_{00}|^2+|S_{01}|^2=1.$$

Subtracting them gives $|S_{10}|^2=|S_{01}|^2$, which is the equality of the intensities in the crystal and its inverse. In the proof, `hU` and `hV` are the two unitarity equations, `h1` and `h2` are their $(0,0)$ entries, and `linear_combination h1 - h2` is the subtraction.

```lean
#print axioms ThreeBeamFriedel.threeBeam_isHermitian
#print axioms ThreeBeamFriedel.friedel_difference
#print axioms ThreeBeamFriedel.complete_friedel_violation
#print axioms ThreeBeamFriedel.two_beam_friedel
```

```
'ThreeBeamFriedel.threeBeam_isHermitian' depends on axioms: [propext, Classical.choice, Quot.sound]
'ThreeBeamFriedel.friedel_difference' depends on axioms: [propext, Classical.choice, Quot.sound]
'ThreeBeamFriedel.complete_friedel_violation' depends on axioms: [propext, Classical.choice, Quot.sound]
'ThreeBeamFriedel.two_beam_friedel' depends on axioms: [propext, Classical.choice, Quot.sound]
```
